# A three-charge exchange hole whose exchange energy rises under clamping and cutoff

The theorem concerns a finite model of an exchange hole: point charges 1, 1 and -1 at distances 1, 2 and 3 from a reference electron, in atomic units, with hole charge counted as positive. Clamping and cutoff at radius 1 set negative charges and all charges beyond that radius to zero, which leaves only the charge 1 at distance 1. The theorem states that the total charge is 1 both before and after, and that the exchange energy per electron, minus one half of the sum of charge over distance, is strictly higher after, rising from -7/12 to -1/2. The attempt first computes the clamped and cut hole as `![1, 0, 0]`, then splits the claim into its three parts and gives each to `norm_num` with `Fin.sum_univ_three`.

This version doesn't compile in Lean 4 with Mathlib:

```lean
import Mathlib

open Finset

namespace NegativeTailWeakensExchange

noncomputable section

variable {ι : Type*}

/-- The clamped and cut hole: positive charges at distances up to `R` are kept,
and all other charges are set to zero. -/
def clampCut (R : ℝ) (u q : ι → ℝ) (i : ι) : ℝ :=
  if u i ≤ R then max (q i) 0 else 0

/-- The Coulomb interaction `1 / r` of unit charges at distance `r > 0`, in atomic units. -/
def coulomb (r : ℝ) : ℝ := 1 / r

variable [Fintype ι]

/-- The interaction of a reference electron with hole charges `q i` at distances `u i`,
for a pair interaction `v`. -/
def interaction (v : ℝ → ℝ) (u q : ι → ℝ) : ℝ := ∑ i, q i * v (u i)

/-- The exchange energy per electron, minus one half of the sum of `q i / u i`, for
distances `u i > 0` and hole charge counted as positive. -/
def exchangeEnergy (u q : ι → ℝ) : ℝ := -(1 / 2) * interaction coulomb u q

/-- Charges `1, 1, -1` at distances `1, 2, 3` with cutoff radius `1` obey both sum rules but
have negative charge beyond the cutoff. Here clamping and cutoff raise the exchange energy. -/
theorem negative_tail_weakens_exchange (u q : Fin 3 → ℝ) (hu : u = ![1, 2, 3])
    (hq : q = ![1, 1, -1]) :
    ∑ i, q i = 1 ∧ ∑ i, clampCut 1 u q i = 1 ∧
      exchangeEnergy u q < exchangeEnergy u (clampCut 1 u q) := by
  have hc : clampCut 1 u q = ![1, 0, 0] := by
    subst hu hq
    ext i
    fin_cases i <;> norm_num [clampCut, max_def]
  rw [hc, hu, hq]
  refine ⟨?_, ?_, ?_⟩
  · norm_num [Fin.sum_univ_three]
  · norm_num [Fin.sum_univ_three]
  · norm_num [exchangeEnergy, interaction, coulomb, Fin.sum_univ_three]

end

end NegativeTailWeakensExchange
```

The compiler's answer:

```
Main.lean:41:2: error: unsolved goals
case refine_1
u q : Fin 3 → ℝ
hu : u = ![1, 2, 3]
hq : q = ![1, 1, -1]
hc : clampCut 1 u q = ![1, 0, 0]
⊢ 2 + ![1, 1, -1] 2 = 1
Main.lean:42:2: error: unsolved goals
case refine_2
u q : Fin 3 → ℝ
hu : u = ![1, 2, 3]
hq : q = ![1, 1, -1]
hc : clampCut 1 u q = ![1, 0, 0]
⊢ ![1, 0, 0] 2 = 0
Main.lean:43:2: error: unsolved goals
case refine_3
u q : Fin 3 → ℝ
hu : u = ![1, 2, 3]
hq : q = ![1, 1, -1]
hc : clampCut 1 u q = ![1, 0, 0]
⊢ 1 + ![1, 0, 0] 2 * (![1, 2, 3] 2)⁻¹ < 3 / 2 + ![1, 1, -1] 2 * (![1, 2, 3] 2)⁻¹
```

The mended proof, as a diff:

```diff
@@ -39,7 +39,14 @@
   rw [hc, hu, hq]
   refine ⟨?_, ?_, ?_⟩
-  · norm_num [Fin.sum_univ_three]
-  · norm_num [Fin.sum_univ_three]
-  · norm_num [exchangeEnergy, interaction, coulomb, Fin.sum_univ_three]
+  · rw [Fin.sum_univ_three]
+    change (1 : ℝ) + 1 + -1 = 1
+    norm_num
+  · rw [Fin.sum_univ_three]
+    change (1 : ℝ) + 0 + 0 = 1
+    norm_num
+  · simp only [exchangeEnergy, interaction, coulomb, Fin.sum_univ_three]
+    change -(1 / 2) * ((1 : ℝ) * (1 / 1) + 1 * (1 / 2) + (-1) * (1 / 3))
+      < -(1 / 2) * ((1 : ℝ) * (1 / 1) + 0 * (1 / 2) + 0 * (1 / 3))
+    norm_num
 
 end
```

Cause. All three errors are of one kind: `norm_num` simplifies the goal but leaves vector entries at index 2 unevaluated. The first goal stops at `2 + ![1, 1, -1] 2 = 1`, the second at `![1, 0, 0] 2 = 0`, and the third at an inequality that still contains such entries, among them the distance `![1, 2, 3] 2`. The entries at indices 0 and 1 have been evaluated. What remains is true, but `norm_num` cannot finish the arithmetic while the third entries are not plain numbers.

The repair takes the lookup away from `norm_num`. In the first two parts `rw [Fin.sum_univ_three]` writes out the sum; in the third, `simp only` does so and also unfolds the energy definitions. Each `change` then restates the goal with explicit numbers, which Lean accepts because each vector entry equals its number by definition. The final `norm_num` in each part has only arithmetic on real numbers left to do.
